# Polynomials in the ladder operators of one boson mode have a unique normal-ordered form in characteristic zero

A symbolic code that has to decide whether two expressions in \(a\) and \(a^\dagger\) are the same operator can move every \(a^\dagger\) to the left of every \(a\), collect terms and compare the coefficients. Equal tables of coefficients plainly give equal operators. The converse needs a proof: if two tables differ, the operators must differ too. For finite expressions in a single mode, with coefficients in a field \(K\) of characteristic zero, they do.

## Coefficient tables for one mode

Let the states be polynomials in \(X\) over \(K\), let \(a^\dagger\) be multiplication by \(X\), and let \(a\) be the derivative \(d/dX\). For natural numbers \(i,j\), put

\[
M_{ij}=(a^\dagger)^i a^j .
\]

Every operator \(A\) built from \(a\), \(a^\dagger\) and scalars by finitely many sums and products can be written as

\[
A=\sum_{i,j} c_{ij}\,M_{ij}
\]

with finitely many nonzero \(c_{ij}\in K\), and these coefficients are unique. This rewrites the same operator, commutator terms included; it is not the prescription \({:}A{:}\), which reorders the factors and discards those terms.

The monomial \(X^n\) stands for the state with \(n\) quanta, without normalisation. Over the complex numbers, the normalised state is \(|n\rangle=X^n/\sqrt{n!}\), which gives \(a^\dagger|n\rangle=\sqrt{n+1}\,|n+1\rangle\), \(a|n\rangle=\sqrt n\,|n-1\rangle\) for \(n\ge 1\), and \(a|0\rangle=0\).

## Reading the coefficients off number states

The product rule gives the commutation relation: for any polynomial \(p\),

\[
(aa^\dagger-a^\dagger a)p=(Xp)'-Xp'=p .
\]

Differentiating \(X^n\) \(j\) times and multiplying by \(X^i\) gives, for \(j\le n\),

\[
M_{ij}X^n=n(n-1)\cdots(n-j+1)\,X^{i+n-j},
\]

where the product is 1 for \(j=0\). For \(j>n\) the result is zero.

Now suppose that \(\sum_{i',j'}c_{i'j'}M_{i'j'}=0\). Fix \(j\), and assume that \(c_{i'j'}=0\) for all \(j'<j\) and all \(i'\). Apply the sum to \(X^j\):

- Terms with \(j'<j\) have zero coefficients by assumption.
- Terms with \(j'>j\) annihilate \(X^j\).
- Terms with \(j'=j\) give \(j!\,c_{i'j}X^{i'}\).

The coefficient of \(X^i\) in the result is therefore \(j!\,c_{ij}\), and it must vanish. In characteristic zero \(j!\neq0\), so \(c_{ij}=0\) for every \(i\). Strong induction on \(j\), which starts at \(j=0\) with no assumption, removes all the coefficients. If one operator has two tables, their difference is a vanishing combination, so the tables agree.

## Moving annihilators to the right

For existence, differentiate \(X^{i+1}p\):

\[
a(a^\dagger)^{i+1}=(a^\dagger)^{i+1}a+(i+1)(a^\dagger)^i .
\]

Multiplication from the left then acts on the normal-ordered monomials by

\[
a^\dagger M_{ij}=M_{i+1,j},\qquad aM_{0j}=M_{0,j+1},
\]
\[
aM_{i+1,j}=M_{i+1,j+1}+(i+1)M_{ij}.
\]

The span of the \(M_{ij}\) is thus stable under left multiplication by both generators, and hence by every operator \(A\) that they generate. It contains \(M_{00}=1\), so it contains \(A\cdot1=A\).

As an instance, take \(A=a^2(a^\dagger)^2\). It acts as \(AX^n=(n+2)(n+1)X^n\), so only coefficients with \(i=j\) occur. The three lowest states give

\[
\begin{aligned}
A\,1&=2 &&\Rightarrow\quad c_{00}=2,\\
AX&=6X &&\Rightarrow\quad c_{11}=6-2=4,\\
AX^2&=12X^2 &&\Rightarrow\quad 2c_{22}=12-2-2\cdot4=2 .
\end{aligned}
\]

Hence \(c_{22}=1\) and \(A=(a^\dagger)^2a^2+4a^\dagger a+2\). No further terms are needed, because \(n(n-1)+4n+2=(n+2)(n+1)\) for every \(n\).

## Ladder operators as endomorphisms of `K[X]`

In Lean 4 with Mathlib:

```lean
import Mathlib

open Polynomial

namespace BosonNormalOrdering

variable (K : Type*) [Field K]

/-- The creation operator of a single mode: multiplication by `X` on polynomials. -/
noncomputable def create : Module.End K K[X] := LinearMap.mulLeft K (X : K[X])

/-- The annihilation operator of a single mode: the derivative on polynomials. -/
noncomputable def annihilate : Module.End K K[X] := Polynomial.derivative

/-- The normal-ordered monomial with `ij.1` creation operators to the left of
`ij.2` annihilation operators. -/
noncomputable def normalMonomial (ij : ℕ × ℕ) : Module.End K K[X] :=
  create K ^ ij.1 * annihilate K ^ ij.2

/-- The annihilation and creation operators satisfy the canonical commutation relation. -/
theorem canonical_commutation :
    annihilate K * create K - create K * annihilate K = 1 := by
  refine LinearMap.ext fun p => ?_
  change derivative (X * p) - X * derivative p = p
  rw [derivative_mul, derivative_X]
  ring

/-- The `i`-th power of the creation operator multiplies a polynomial by `X ^ i`. -/
theorem create_pow_apply (i : ℕ) (p : K[X]) : (create K ^ i) p = X ^ i * p := by
  induction i with
  | zero => simp
  | succ i ih =>
    rw [pow_succ', Module.End.mul_apply, ih]
    change X * (X ^ i * p) = _
    ring

/-- Annihilating `j` quanta from `X ^ n` gives the falling factorial `n (n-1) ⋯ (n-j+1)`
times `X ^ (n - j)`; the factor is zero when `j > n`. -/
theorem annihilate_pow_apply (n j : ℕ) :
    (annihilate K ^ j) (X ^ n) = (n.descFactorial j : K) • (X ^ (n - j) : K[X]) := by
  induction j with
  | zero => simp
  | succ j ih =>
    rw [pow_succ', Module.End.mul_apply, ih, map_smul]
    change _ • derivative (X ^ (n - j)) = _
    rw [derivative_X_pow, Nat.descFactorial_succ, ← smul_eq_C_mul, smul_smul,
      Nat.cast_mul, mul_comm, Nat.sub_sub]

/-- The action of a normal-ordered monomial on the number state `X ^ n`. -/
theorem normalMonomial_apply (i j n : ℕ) :
    normalMonomial K (i, j) (X ^ n) =
      (n.descFactorial j : K) • (X ^ (i + (n - j)) : K[X]) := by
  change (create K ^ i) ((annihilate K ^ j) (X ^ n)) = _
  rw [annihilate_pow_apply, create_pow_apply, mul_smul_comm, ← pow_add]

/-- In characteristic zero the normal-ordered monomials are linearly independent. -/
theorem normalMonomial_linearIndependent [CharZero K] :
    LinearIndependent K (normalMonomial K) := by
  rw [linearIndependent_iff]
  intro c hc
  have key : ∀ j i, c (i, j) = 0 := by
    intro j
    induction j using Nat.strong_induction_on with
    | h j ih =>
      intro i
      have hf : (j.factorial : K) ≠ 0 := Nat.cast_ne_zero.mpr (Nat.factorial_ne_zero j)
      -- apply the vanishing combination to `X ^ j` and read off the coefficient of `X ^ i`
      have h := congrArg (fun A : Module.End K K[X] => (A (X ^ j)).coeff i) hc
      simp only [Finsupp.linearCombination_apply, Finsupp.sum, LinearMap.sum_apply,
        LinearMap.smul_apply, Polynomial.finsetSum_coeff, coeff_smul, LinearMap.zero_apply,
        coeff_zero] at h
      rw [Finset.sum_eq_single (i, j)] at h
      · simpa [normalMonomial_apply, Nat.descFactorial_self, hf, coeff_X_pow] using h
      · rintro ⟨i', j'⟩ _ hne
        rcases lt_trichotomy j' j with hlt | rfl | hgt
        · rw [ih j' hlt i', zero_smul]
        · have hi : i ≠ i' := by
            rintro rfl
            exact hne rfl
          simp [normalMonomial_apply, coeff_X_pow, hi]
        · rw [normalMonomial_apply, Nat.descFactorial_eq_zero_iff_lt.mpr hgt]
          simp
      · intro hn
        rw [Finsupp.notMem_support_iff.mp hn, zero_smul]
  exact Finsupp.ext fun ⟨i, j⟩ => key j i

/-- Moving an annihilation operator to the right through `i + 1` creation operators
leaves `i + 1` times a contracted term. -/
theorem annihilate_mul_create_pow (i : ℕ) :
    annihilate K * create K ^ (i + 1) =
      create K ^ (i + 1) * annihilate K + ((i + 1 : ℕ) : K) • create K ^ i := by
  refine LinearMap.ext fun p => ?_
  simp only [Module.End.mul_apply, LinearMap.add_apply, LinearMap.smul_apply,
    create_pow_apply]
  change derivative (X ^ (i + 1) * p) =
    X ^ (i + 1) * derivative p + ((i + 1 : ℕ) : K) • (X ^ i * p)
  rw [derivative_mul, derivative_X_pow, smul_eq_C_mul, Nat.add_sub_cancel]
  ring

/-- Every operator generated by the creation and annihilation operators is a linear
combination of normal-ordered monomials. -/
theorem mem_span_normalMonomial {A : Module.End K K[X]}
    (hA : A ∈ Algebra.adjoin K {create K, annihilate K}) :
    A ∈ Submodule.span K (Set.range (normalMonomial K)) := by
  have mem (ij : ℕ × ℕ) :
      normalMonomial K ij ∈ Submodule.span K (Set.range (normalMonomial K)) :=
    Submodule.subset_span ⟨ij, rfl⟩
  -- left multiplication by `A` preserves the span
  have closed : ∀ B ∈ Submodule.span K (Set.range (normalMonomial K)),
      A * B ∈ Submodule.span K (Set.range (normalMonomial K)) := by
    induction hA using Algebra.adjoin_induction with
    | mem x hx =>
      intro B hB
      induction hB using Submodule.span_induction with
      | mem B hB =>
        obtain ⟨⟨i, j⟩, rfl⟩ := hB
        rcases hx with rfl | rfl
        · have h : create K * normalMonomial K (i, j) = normalMonomial K (i + 1, j) := by
            simp only [normalMonomial, pow_succ', mul_assoc]
          rw [h]
          exact mem _
        · cases i with
          | zero =>
            have h : annihilate K * normalMonomial K (0, j) =
                normalMonomial K (0, j + 1) := by
              simp only [normalMonomial, pow_zero, one_mul, pow_succ']
            rw [h]
            exact mem _
          | succ i =>
            have h : annihilate K * normalMonomial K (i + 1, j) =
                normalMonomial K (i + 1, j + 1) +
                  ((i + 1 : ℕ) : K) • normalMonomial K (i, j) := by
              simp only [normalMonomial]
              rw [← mul_assoc, annihilate_mul_create_pow, add_mul, smul_mul_assoc,
                mul_assoc, ← pow_succ']
            rw [h]
            exact add_mem (mem _) (Submodule.smul_mem _ _ (mem _))
      | zero => simp
      | add B C _ _ hB hC =>
        rw [mul_add]
        exact add_mem hB hC
      | smul c B _ hB =>
        rw [mul_smul_comm]
        exact Submodule.smul_mem _ c hB
    | algebraMap r =>
      intro B hB
      rw [← Algebra.smul_def]
      exact Submodule.smul_mem _ r hB
    | add x y _ _ hx hy =>
      intro B hB
      rw [add_mul]
      exact add_mem (hx B hB) (hy B hB)
    | mul x y _ _ hx hy =>
      intro B hB
      rw [mul_assoc]
      exact hx _ (hy B hB)
  have h1 : normalMonomial K (0, 0) = 1 := by simp [normalMonomial]
  have h := closed _ (mem (0, 0))
  rwa [h1, mul_one] at h

/-- In characteristic zero every operator generated by the creation and annihilation
operators has exactly one normal-ordered form. -/
theorem existsUnique_normalOrderedForm [CharZero K] {A : Module.End K K[X]}
    (hA : A ∈ Algebra.adjoin K {create K, annihilate K}) :
    ∃! c : ℕ × ℕ →₀ K, c.sum (fun ij z => z • normalMonomial K ij) = A := by
  obtain ⟨c, hc⟩ :=
    Finsupp.mem_span_range_iff_exists_finsupp.mp (mem_span_normalMonomial K hA)
  refine ⟨c, hc, fun d hd => ?_⟩
  have inj : Function.Injective (Finsupp.linearCombination K (normalMonomial K)) :=
    normalMonomial_linearIndependent K
  apply inj
  rw [Finsupp.linearCombination_apply, Finsupp.linearCombination_apply]
  exact hd.trans hc.symm

/-- In positive characteristic `p` the normal-ordered monomials are linearly dependent. -/
theorem not_linearIndependent_of_charP (p : ℕ) [CharP K p] (hp : 0 < p) :
    ¬ LinearIndependent K (normalMonomial K) := by
  -- the `p`-th derivative vanishes because `p` divides `p!`
  have hz : annihilate K ^ p = 0 := by
    have hf : (p.factorial : K) = 0 :=
      (CharP.cast_eq_zero_iff K p p.factorial).mpr (Nat.dvd_factorial hp le_rfl)
    refine LinearMap.ext fun q => ?_
    induction q using Polynomial.induction_on' with
    | add q r hq hr => rw [map_add, hq, hr, map_add]
    | monomial n c =>
      rw [← C_mul_X_pow_eq_monomial, ← smul_eq_C_mul, map_smul, annihilate_pow_apply,
        Nat.descFactorial_eq_factorial_mul_choose, Nat.cast_mul, hf]
      simp
  intro h
  exact h.ne_zero (0, p) (by simp [normalMonomial, hz])

end BosonNormalOrdering
```

```lean
#print axioms BosonNormalOrdering.canonical_commutation
#print axioms BosonNormalOrdering.existsUnique_normalOrderedForm
#print axioms BosonNormalOrdering.not_linearIndependent_of_charP
```

```
'BosonNormalOrdering.canonical_commutation' depends on axioms: [propext, Classical.choice, Quot.sound]
'BosonNormalOrdering.existsUnique_normalOrderedForm' depends on axioms: [propext, Classical.choice, Quot.sound]
'BosonNormalOrdering.not_linearIndependent_of_charP' depends on axioms: [propext, Classical.choice, Quot.sound]
```

The type `Module.End K K[X]` holds the linear operators on polynomials, with composition as their product. In it, `create K` is \(a^\dagger\), `annihilate K` is \(a\), and `normalMonomial K (i, j)` is \(M_{ij}\), with the number of creation operators first. The set `Algebra.adjoin K {create K, annihilate K}` contains exactly the finite expressions in the two operators, including scalar multiples of the identity. A coefficient table is an element of `ℕ × ℕ →₀ K`, a function with finitely many nonzero values.

With these readings, `existsUnique_normalOrderedForm` says that if `K` has characteristic zero and `A` lies in the generated algebra, exactly one table sums to `A`. The independence behind the uniqueness is `normalMonomial_linearIndependent`. The existence half, `mem_span_normalMonomial`, holds over every field.

The proof follows the derivation closely. `create_pow_apply` and `annihilate_pow_apply` compute powers of the two operators by induction, and `normalMonomial_apply` combines them into the action on \(X^n\). In the independence proof, `congrArg` applies the vanishing combination to `X ^ j` and takes the coefficient of `X ^ i`. `Finset.sum_eq_single (i, j)` then isolates one term, and `lt_trichotomy` treats the others in the three cases above, where for \(j'=j\) a different power of \(X\) contributes nothing.

For existence, `annihilate_mul_create_pow` is the exchange rule. The statement `closed` says that left multiplication by `A` preserves the span. It is proved by induction on how `A` is generated, with an inner induction over the span when `A` is a generator. Applying it to \(M_{00}\) finishes the argument. The theorem `existsUnique_normalOrderedForm` takes its table from the span and the uniqueness of that table from linear independence, used as injectivity of the map from tables to operators.

## Finite expressions, exact coefficients and characteristic zero

The hypothesis `CharZero K` says that no positive integer becomes zero in the field of coefficients. The rational, real and complex numbers satisfy it, so it costs nothing in ordinary quantum mechanics. It matters for a code that computes modulo a prime \(p\). There the factorial \(p!\) is zero, and since

\[
n(n-1)\cdots(n-p+1)=p!\binom np ,
\]

the operator \(a^p\) annihilates every polynomial. Thus \(M_{0p}=0\), and `not_linearIndependent_of_charP` concludes that the monomials are linearly dependent.

This failure belongs to the representation on polynomials. The operators could also have been modelled as linear combinations of abstract words in two symbols, subject only to \(aa^\dagger-a^\dagger a=1\). In that algebra the normal-ordered monomials are independent over every field, so the tables stay unique modulo \(p\). Equality would then mean that two expressions can be turned into each other by the commutation rule. Modulo \(p\) this is a stronger condition than acting equally on polynomials: \(a^p\) acts as zero there but is not zero in the abstract algebra.

The theorems cover one mode and finite expressions. Displacement and squeezing operators, which are exponentials of such expressions, are not included. The state space consists of finite combinations of number states, without an inner product or a completion, so the names "creation" and "annihilation" rest on the action on \(X^n\) and the commutation relation, not on adjointness.

The result also concerns exact coefficients on a space without a cutoff. If a code stores \(a\) as a matrix on the \(N\) lowest levels, then \(a^N=0\), and the matrix of an operator no longer determines its table; this is a remark about truncated matrices, separate from the theorems. A comparison of tables is therefore best made on the symbolic expressions, before the cutoff is applied.
